# In ZORA, the oscillator strengths of one electron in an attractive local potential add up to less than one

## One dimension, no spin

Take an electron on a line with $H = pKp + V$, where $K$ and $V$ are functions of $x$ and $[p,x]=-i$ in atomic units. The potential commutes with $x$, so

$$[H,x] = [p,x]Kp + pK[p,x] = -i(Kp + pK).$$

A second commutator removes the remaining momentum:

$$[x,[H,x]] = -i\,(K[x,p] + [x,p]K) = -i\,(iK + iK) = 2K.$$

For $K=\tfrac12$ this is the number 1, and the familiar sum rule for oscillator strengths follows. If $K$ depends on position, the sum becomes the mean of $2K$ in the state considered.

## The ZORA Hamiltonian and its spectrum

The zeroth-order regular approximation (ZORA) for one electron uses

$$H = PKP + V,\qquad P=\sum_j \sigma_j p_j,\qquad K=\frac{c^2}{2c^2-V},$$

with Pauli operators $\sigma_j$, momenta $p_j$ and the speed of light $c$. The factor $K$ replaces the nonrelativistic $\tfrac12$ and becomes small where the attraction is strong.

Let $\psi$ be a normalised eigenstate with energy $E_0$. A transition along axis $k$ to a state of energy $\varepsilon$ has oscillator strength $2(\varepsilon-E_0)|\langle\varepsilon|x_k|\psi\rangle|^2$. For an attractive potential, meaning $V<0$ everywhere, the result is

$$\sum_{\text{spectrum}} 2(\varepsilon-E_0)\,|\langle\varepsilon|x_k|\psi\rangle|^2=\langle\psi,2K\psi\rangle<1,$$

where the sum includes an integral over the continuum. For a one-electron ZORA calculation with an attractive local potential and the plain coordinate as transition operator, a total strength below one is therefore expected and is not in itself a sign of missing states.

## Two commutators and the Pauli algebra

Let $K$ commute with $x$ and $y$, and let $a=[Q,y]$ commute with $x$. Then $[QKQ,y]=aKQ+QKa$, and

$$[x,[QKQ,y]] = aK[x,Q]+[x,Q]Ka = -\big(aK[Q,x]+[Q,x]Ka\big).$$

For $Q=P$, the Pauli operators commute with the coordinates, so

$$[P,x_l]=\sum_j\sigma_j[p_j,x_l]=-i\sigma_l.$$

This commutes with $x_k$. Since $V$ drops out and $K$ commutes with the Pauli operators,

$$[x_k,[H,x_l]]=\sigma_lK\sigma_k+\sigma_kK\sigma_l=K(\sigma_k\sigma_l+\sigma_l\sigma_k)=2\delta_{kl}K.$$

The scalar-relativistic Hamiltonian $\sum_j p_jKp_j+V$ gives the same answer. Here $[p_j,x_l]=-i\delta_{jl}$, and the terms add up to $\sum_j(\delta_{jl}K\delta_{jk}+\delta_{jk}K\delta_{jl})=2\delta_{kl}K$. The spin-orbit term, the difference of the two Hamiltonians, thus adds nothing to the double commutator. It can still change the value of the sum through $\psi$.

## From the double commutator to the spectrum

Write $X=x_k$, a symmetric operator. With $H\psi=E_0\psi$ and $H$ symmetric,

$$\begin{aligned}\langle\psi,[X,[H,X]]\psi\rangle&=\langle\psi,(2XHX-X^2H-HX^2)\psi\rangle\\&=2\langle X\psi,(H-E_0)X\psi\rangle.\end{aligned}$$

In a representation where $H$ multiplies by the energy, the last expression is the oscillator-strength sum. The double commutator is $2K$, which gives the equality.

## Why the mean lies below one

Put $\varphi=K\psi$, so that $c^2\psi=2c^2\varphi-V\varphi$. Since $\psi\neq0$, also $\varphi\neq0$, and attraction gives $\mathrm{Re}\langle\varphi,V\varphi\rangle<0$. The inner product of this relation with $V\varphi$ gives

$$c^2\,\mathrm{Re}\langle\psi,V\varphi\rangle=2c^2\,\mathrm{Re}\langle\varphi,V\varphi\rangle-\|V\varphi\|^2<0.$$

The inner product with $\psi$ gives $c^2=2c^2\,\mathrm{Re}\langle\psi,\varphi\rangle-\mathrm{Re}\langle\psi,V\varphi\rangle$, and hence

$$\mathrm{Re}\langle\psi,2K\psi\rangle=1+\frac{\mathrm{Re}\langle\psi,V\varphi\rangle}{c^2}<1.$$

## The weak-field limit and the Dirac Hamiltonian

For a bounded potential and large $c$, $2K=1+V/(2c^2)+O(c^{-4})$. The deficit is then $-\langle V\rangle/(2c^2)$ to leading order, and the nonrelativistic value 1 returns as $c\to\infty$.

For the Dirac Hamiltonian $c\sum_j\alpha_jp_j+\beta c^2+V$, with Dirac matrices $\alpha_j,\beta$, the first commutator with $x_l$ is $-ic\alpha_l$. It commutes with $x_k$, so the double commutator vanishes, and the strengths over the positive and negative energies together add up to zero. Neither this sum nor the expansion in $1/c$ is part of the file below.

## The assumptions in Lean

`ZoraSystem x p σ K V` collects the algebraic relations, with the axes numbered by `Fin 3`. The field `ccr` is $[p_j,x_k]=-i\delta_{jk}$, and `clifford` is the anticommutation rule of the Pauli operators. The other fields say that $\sigma_j$, $K$ and $V$ commute with the coordinates and that $K$ commutes with spin. `V_pos` expresses a local potential, which excludes nonlocal exchange. The relations among the coordinates themselves, or among the momenta, are not needed.

For the sum rule, the operators are linear maps of an inner product space `E` into itself. `E` need not be complete and plays the part of a common domain that all operators preserve; for a smooth Gaussian well, one can think of rapidly decreasing two-component functions. The existence of such a domain containing $\psi$ is assumed. For a point nucleus there is none, because repeated multiplication by $1/r$ eventually takes a bound state out of the square-integrable functions; the Lean theorem does not cover that potential. A nonzero finite matrix basis is excluded, because the trace of a commutator vanishes while that of $-i\,1$ does not. Sums computed in a finite basis can therefore deviate from the theorem.

`Diagonalizes U ε H` says that the isometry `U` into $L^2(\mu)$ turns `H` into multiplication by the real energy `ε`. The measure `μ` accommodates discrete levels and continuum together, and `oscillatorSum` is the integral of the oscillator strengths. This representation is a hypothesis, as are the eigenvalue equation `hE` and the symmetry `hx` of the coordinate.

The formula for $K$ enters as `hK`, the product relation $(2c^2-V)K=c^2$. Attraction is `hV`: the real part of $\langle u,Vu\rangle$ is negative for every nonzero $u$ in `E`. This condition depends on the choice of the zero of the potential, as ZORA itself does.

The theorem `zora_sum_rule` then has two conclusions: the oscillator-strength sum equals $\langle\psi,2K\psi\rangle$, and it is less than one. It concerns a single electron, unscaled ZORA energies and the untransformed coordinate.

## The complete file

```lean
import Mathlib

open MeasureTheory Complex

namespace ZoraSumRule

noncomputable section

variable {A : Type*} [Ring A] [Algebra ℂ A]

/-- The commutator `[a, b] = ab - ba`. -/
def comm {A : Type*} [Ring A] (a b : A) : A := a * b - b * a

-- Remark: no complex matrices of finite nonzero size satisfy the canonical relations; two-component polynomials with
-- `p = -i ∂`, Pauli matrices, and multiplication operators `K`, `V` realise the structure.
/-- Positions `x`, momenta `p`, Pauli operators `σ`, kinetic factor `K` and potential `V` of an
electron, with the commutation and anticommutation relations used below. -/
structure ZoraSystem (x p σ : Fin 3 → A) (K V : A) : Prop where
  ccr : ∀ j k, comm (p j) (x k) = -(I • if j = k then (1 : A) else 0)
  spin_pos : ∀ j k, Commute (σ j) (x k)
  clifford : ∀ j k, σ j * σ k + σ k * σ j = if j = k then 2 else 0
  K_pos : ∀ k, Commute K (x k)
  K_spin : ∀ k, Commute K (σ k)
  V_pos : ∀ k, Commute V (x k)

/-- The operator `σ · p`. -/
def sigmaP (σ p : Fin 3 → A) : A := ∑ j, σ j * p j

/-- The two-component Hamiltonian `(σ · p) K (σ · p) + V`. -/
def zoraH (σ p : Fin 3 → A) (K V : A) : A := sigmaP σ p * K * sigmaP σ p + V

/-- The scalar-relativistic Hamiltonian `∑ p_j K p_j + V`. -/
def scalarH (p : Fin 3 → A) (K V : A) : A := ∑ j, p j * K * p j + V

/-- Double commutator of a kinetic energy `Q K Q` with `x` and `y`, when `K` commutes with both
and `[Q, y]` commutes with `x`. -/
theorem comm_comm_kinetic {A : Type*} [Ring A] {Q K x y : A} (hx : Commute K x)
    (hy : Commute K y) (ha : Commute x (comm Q y)) :
    comm x (comm (Q * K * Q) y) =
      -(comm Q y * K * comm Q x + comm Q x * K * comm Q y) := by
  have hy' : K * y - y * K = 0 := sub_eq_zero.2 hy.eq
  have hx' : x * K - K * x = 0 := sub_eq_zero.2 hx.eq.symm
  have h1 : comm (Q * K * Q) y = comm Q y * K * Q + Q * K * comm Q y := by
    calc comm (Q * K * Q) y
        = comm Q y * K * Q + Q * K * comm Q y + Q * (K * y - y * K) * Q := by
          unfold comm; noncomm_ring
      _ = _ := by rw [hy']; simp
  rw [h1]
  generalize comm Q y = a at ha ⊢
  have ha' : x * a - a * x = 0 := sub_eq_zero.2 ha.eq
  calc comm x (a * K * Q + Q * K * a)
      = -(a * K * comm Q x + comm Q x * K * a) + ((x * a - a * x) * K * Q
          + a * (x * K - K * x) * Q + Q * (x * K - K * x) * a
          + Q * K * (x * a - a * x)) := by unfold comm; noncomm_ring
    _ = _ := by rw [ha', hx']; simp

private theorem I_sandwich (a K b : A) : -(I • a) * K * -(I • b) = -(a * K * b) := by
  simp only [neg_mul, mul_neg, neg_neg, smul_neg, smul_mul_assoc, mul_smul_comm, smul_smul,
    I_mul_I, neg_smul, one_smul]

private theorem comm_add_potential {A : Type*} [Ring A] {T V y : A} (h : Commute V y) :
    comm (T + V) y = comm T y := by
  unfold comm
  rw [add_mul, mul_add, h.eq]
  abel

variable {x p σ : Fin 3 → A} {K V : A}

/-- The commutator of `σ · p` with a coordinate is `-i` times the Pauli operator of that axis. -/
theorem comm_sigmaP (h : ZoraSystem x p σ K V) (l : Fin 3) :
    comm (sigmaP σ p) (x l) = -(I • σ l) := by
  have hj : ∀ j, σ j * p j * x l - x l * (σ j * p j) = if j = l then -(I • σ j) else 0 := by
    intro j
    have e : x l * (σ j * p j) = σ j * (x l * p j) := by
      rw [← mul_assoc, ← (h.spin_pos j l).eq, mul_assoc]
    have hc := h.ccr j l
    unfold comm at hc
    rw [e, mul_assoc, ← mul_sub, hc]
    split_ifs <;> simp
  unfold comm sigmaP
  rw [Finset.sum_mul, Finset.mul_sum, ← Finset.sum_sub_distrib, Finset.sum_congr rfl
    (fun j _ => hj j)]
  simp

/-- The double commutator `[x_k, [H, x_l]]` of the two-component Hamiltonian is `2 δ_kl K`. -/
theorem zora_double_comm (h : ZoraSystem x p σ K V) (k l : Fin 3) :
    comm (x k) (comm (zoraH σ p K V) (x l)) = if k = l then 2 * K else 0 := by
  have ha : Commute (x k) (comm (sigmaP σ p) (x l)) := by
    rw [comm_sigmaP h]
    exact ((h.spin_pos l k).symm.smul_right I).neg_right
  rw [zoraH, comm_add_potential (h.V_pos l), comm_comm_kinetic (h.K_pos k) (h.K_pos l) ha,
    comm_sigmaP h, comm_sigmaP h, I_sandwich, I_sandwich, ← (h.K_spin l).eq, ← (h.K_spin k).eq]
  -- only the anticommutator of the Pauli operators is left
  calc -(-(K * σ l * σ k) + -(K * σ k * σ l)) = K * (σ k * σ l + σ l * σ k) := by noncomm_ring
    _ = _ := by rw [h.clifford]; split_ifs <;> simp [mul_two, two_mul]

/-- Spin-orbit coupling does not contribute: the two-component and the scalar-relativistic
Hamiltonian have the same double commutator with the coordinates. -/
theorem no_spin_orbit_contribution (h : ZoraSystem x p σ K V) (k l : Fin 3) :
    comm (x k) (comm (zoraH σ p K V) (x l)) = comm (x k) (comm (scalarH p K V) (x l)) := by
  have hj : ∀ j, comm (x k) (comm (p j * K * p j) (x l)) =
      (if j = l then (1 : A) else 0) * K * (if j = k then 1 else 0)
      + (if j = k then (1 : A) else 0) * K * (if j = l then 1 else 0) := by
    intro j
    have ha : Commute (x k) (comm (p j) (x l)) := by
      rw [h.ccr]
      refine (Commute.smul_right ?_ I).neg_right
      split_ifs
      · exact Commute.one_right _
      · exact Commute.zero_right _
    rw [comm_comm_kinetic (h.K_pos k) (h.K_pos l) ha, h.ccr, h.ccr, I_sandwich, I_sandwich]
    abel
  have hsum : comm (x k) (comm (∑ j, p j * K * p j) (x l)) =
      ∑ j, comm (x k) (comm (p j * K * p j) (x l)) := by
    simp only [comm, Finset.sum_mul, Finset.mul_sum, Finset.sum_sub_distrib, mul_sub, sub_mul]
  rw [zora_double_comm h, scalarH, comm_add_potential (h.V_pos l), hsum,
    Finset.sum_congr rfl (fun j _ => hj j)]
  fin_cases k <;> fin_cases l <;> simp [Fin.sum_univ_three, two_mul]

variable {E : Type*} [NormedAddCommGroup E] [InnerProductSpace ℂ E]
  {α : Type*} [MeasurableSpace α] {μ : Measure α}

/-- `U` is a spectral representation of `H`: it turns `H` into multiplication by the energy `ε`,
over discrete and continuous spectrum alike. -/
def Diagonalizes (U : E →ₗᵢ[ℂ] Lp ℂ 2 μ) (ε : α → ℝ) (H : Module.End ℂ E) : Prop :=
  ∀ u, U (H u) =ᵐ[μ] fun ω => (ε ω : ℂ) * U u ω

/-- The sum of oscillator strengths `2 (ε - E₀) |⟨ω|X|ψ⟩|²` over the whole spectrum. -/
def oscillatorSum (U : E →ₗᵢ[ℂ] Lp ℂ 2 μ) (ε : α → ℝ) (E₀ : ℝ) (X : Module.End ℂ E)
    (ψ : E) : ℝ := ∫ ω, 2 * (ε ω - E₀) * ‖U (X ψ) ω‖ ^ 2 ∂μ

/-- If `H ψ = E₀ ψ`, `X` is symmetric and `U` is a spectral representation of `H`, the oscillator
strengths add up to `⟨ψ, [X, [H, X]] ψ⟩`. -/
theorem oscillatorSum_eq {U : E →ₗᵢ[ℂ] Lp ℂ 2 μ} {ε : α → ℝ} {H X : Module.End ℂ E}
    {E₀ : ℝ} {ψ : E} (hU : Diagonalizes U ε H) (hX : LinearMap.IsSymmetric X)
    (hψ : H ψ = (E₀ : ℂ) • ψ) :
    (oscillatorSum U ε E₀ X ψ : ℂ) = inner ℂ ψ (comm X (comm H X) ψ) := by
  -- a real multiplication operator is symmetric
  have hH : ∀ u v, inner ℂ (H u) v = inner ℂ u (H v) := by
    intro u v
    rw [← U.inner_map_map (H u) v, ← U.inner_map_map u (H v), L2.inner_def, L2.inner_def]
    apply integral_congr_ae
    filter_upwards [hU u, hU v] with ω h1 h2
    rw [h1, h2]
    simp only [RCLike.inner_apply, map_mul, conj_ofReal]
    ring
  have hm : inner ℂ ψ (comm X (comm H X) ψ) =
      2 * inner ℂ (X ψ) (H (X ψ) - (E₀ : ℂ) • X ψ) := by
    have e : comm X (comm H X) ψ =
        X (H (X ψ)) - X (X (H ψ)) - (H (X (X ψ)) - X (H (X ψ))) := by
      simp only [comm, LinearMap.sub_apply, Module.End.mul_apply, map_sub]
    rw [e]
    simp only [inner_sub_right]
    rw [← hH ψ, hψ, ← hX ψ, ← hX ψ]
    simp only [map_smul, inner_smul_left, inner_smul_right, conj_ofReal]
    rw [← hX ψ (X ψ)]
    ring
  -- evaluate the energy-weighted moment in the spectral representation
  have hi : (oscillatorSum U ε E₀ X ψ : ℂ) =
      ∫ ω, ((2 * (ε ω - E₀) * ‖U (X ψ) ω‖ ^ 2 : ℝ) : ℂ) ∂μ := integral_ofReal.symm
  rw [hm, hi, ← U.inner_map_map, L2.inner_def, ← integral_const_mul]
  apply integral_congr_ae
  filter_upwards [hU (X ψ), Lp.coeFn_sub (U (H (X ψ))) ((E₀ : ℂ) • U (X ψ)),
    Lp.coeFn_smul (E₀ : ℂ) (U (X ψ))] with ω h1 h2 h3
  rw [map_sub, map_smul, h2, Pi.sub_apply, h3, Pi.smul_apply, h1]
  have hz : U (X ψ) ω * (starRingEnd ℂ) (U (X ψ) ω) = (‖U (X ψ) ω‖ : ℂ) ^ 2 :=
    RCLike.mul_conj _
  simp only [RCLike.inner_apply, smul_eq_mul]
  push_cast
  linear_combination (-2 * ((ε ω : ℂ) - E₀)) * hz

/-- If `(2c² - V) K = c²` with `c > 0` and `V` is attractive, the mean of `2K` in a normalised
state is below one. -/
theorem mean_two_K_lt_one {c : ℝ} {V K : Module.End ℂ E} {ψ : E} (hc : 0 < c)
    (hK : (((2 * c ^ 2 : ℝ) : ℂ) • 1 - V) * K = ((c ^ 2 : ℝ) : ℂ) • 1)
    (hV : ∀ u, u ≠ 0 → (inner ℂ u (V u)).re < 0) (hψ : ‖ψ‖ = 1) :
    (inner ℂ ψ ((2 * K) ψ)).re < 1 := by
  have e : ((c ^ 2 : ℝ) : ℂ) • ψ = ((2 * c ^ 2 : ℝ) : ℂ) • K ψ - V (K ψ) :=
    (LinearMap.congr_fun hK ψ).symm
  have hc2 : 0 < c ^ 2 := by positivity
  have h0 : K ψ ≠ 0 := by
    intro h
    rw [h, map_zero, smul_zero, sub_zero] at e
    rcases smul_eq_zero.1 e with h' | h'
    · exact hc2.ne' (ofReal_eq_zero.1 h')
    · simp [h'] at hψ
  -- project the relation for `K ψ` on `ψ` and on `V K ψ`
  have e1 := congrArg (fun u => (inner ℂ ψ u).re) e
  have e2 := congrArg (fun u => (inner ℂ u (V (K ψ))).re) e
  simp only [inner_sub_right, inner_smul_right, sub_re, re_ofReal_mul] at e1
  simp only [inner_sub_left, inner_smul_left, conj_ofReal, sub_re, re_ofReal_mul] at e2
  have n1 : (inner ℂ ψ ψ).re = ‖ψ‖ ^ 2 := inner_self_eq_norm_sq (𝕜 := ℂ) ψ
  have n2 : (inner ℂ (V (K ψ)) (V (K ψ))).re = ‖V (K ψ)‖ ^ 2 :=
    inner_self_eq_norm_sq (𝕜 := ℂ) _
  rw [n1, hψ] at e1
  rw [n2] at e2
  have hB : (inner ℂ ψ (V (K ψ))).re < 0 := by
    by_contra h
    nlinarith [mul_nonneg hc2.le (not_lt.1 h), mul_pos hc2 (neg_pos.2 (hV _ h0)),
      sq_nonneg ‖V (K ψ)‖]
  rw [two_mul, LinearMap.add_apply, inner_add_right, add_re]
  by_contra h
  nlinarith [mul_nonneg hc2.le (sub_nonneg.2 (not_lt.1 h))]

/-- ZORA sum rule, given a spectral representation of the two-component Hamiltonian: the oscillator
strengths of a normalised eigenstate along an axis with symmetric coordinate add up to the mean of
`2K`, which is below one when `(2c² - V) K = c²`, `c > 0` and `V` is attractive. -/
theorem zora_sum_rule {x p σ : Fin 3 → Module.End ℂ E} {K V : Module.End ℂ E} {c E₀ : ℝ}
    {U : E →ₗᵢ[ℂ] Lp ℂ 2 μ} {ε : α → ℝ} {ψ : E} (h : ZoraSystem x p σ K V)
    (hU : Diagonalizes U ε (zoraH σ p K V)) (hE : zoraH σ p K V ψ = (E₀ : ℂ) • ψ)
    (hψ : ‖ψ‖ = 1) (k : Fin 3) (hx : LinearMap.IsSymmetric (x k)) (hc : 0 < c)
    (hK : (((2 * c ^ 2 : ℝ) : ℂ) • 1 - V) * K = ((c ^ 2 : ℝ) : ℂ) • 1)
    (hV : ∀ u, u ≠ 0 → (inner ℂ u (V u)).re < 0) :
    (oscillatorSum U ε E₀ (x k) ψ : ℂ) = inner ℂ ψ ((2 * K) ψ) ∧
      oscillatorSum U ε E₀ (x k) ψ < 1 := by
  have hs : (oscillatorSum U ε E₀ (x k) ψ : ℂ) = inner ℂ ψ ((2 * K) ψ) := by
    rw [oscillatorSum_eq hU hx hE, zora_double_comm h, if_pos rfl]
  refine ⟨hs, ?_⟩
  have hlt := mean_two_K_lt_one hc hK hV hψ
  rwa [← hs, ofReal_re] at hlt

end

end ZoraSumRule
```

```lean
#print axioms ZoraSumRule.no_spin_orbit_contribution
-- 'ZoraSumRule.no_spin_orbit_contribution' depends on axioms: [propext, Classical.choice, Quot.sound]
#print axioms ZoraSumRule.zora_sum_rule
-- 'ZoraSumRule.zora_sum_rule' depends on axioms: [propext, Classical.choice, Quot.sound]
```

## How the lemmas divide the work

`comm_comm_kinetic` is the identity for general $Q$. Its `calc` blocks write each commutator as the wanted terms plus terms containing a vanishing commutator; `noncomm_ring` verifies the expansion, and the hypotheses remove the extra terms. `comm_add_potential` drops $V$, and `I_sandwich` multiplies the two factors $-i$.

`comm_sigmaP` evaluates $[P,x_l]$ term by term, with only $j=l$ surviving. `zora_double_comm` inserts this into the general identity, moves $K$ to the left and finishes with `h.clifford`. `no_spin_orbit_contribution` applies the same identity with $Q=p_j$, sums over the axes and compares the results for all nine index pairs through `fin_cases`.

In `oscillatorSum_eq`, the step `hH` derives the symmetry of $H$ from its real spectral representation. The step `hm` reduces the double commutator to $2\langle X\psi,(H-E_0)X\psi\rangle$. The two integrands are then compared at almost every spectral point, where `hz` supplies $z\bar z=|z|^2$.

`mean_two_K_lt_one` follows the two projections above: `e2` is the inner product with $V\varphi$, `e1` the one with $\psi$, and `hB` the negative sign of $\mathrm{Re}\langle\psi,V\varphi\rangle$. The inequalities are closed by `nlinarith`. Finally, `zora_sum_rule` combines `oscillatorSum_eq` with `zora_double_comm` at $k=l$ and transfers the bound on the mean to the sum.
